# Homogeneous harmonic polynomials of degree $k$ in $r_1\cdot r_1$, $r_2\cdot r_2$, $r_1\cdot r_2$ form a space of dimension $k+1$

Let $r_1,r_2\in\mathbb R^3$ be the positions of two electrons relative to the nucleus, and put $a=r_1\cdot r_1$, $b=r_2\cdot r_2$, $c=r_1\cdot r_2$. At degree one, take $P=\lambda a+\mu b+\nu c$. The six-dimensional Laplacian gives $\Delta P=6\lambda+6\mu$, so $P$ is harmonic exactly when $\lambda=-\mu$. The coefficients of $b$ and $c$ are free and fix that of $a$: the solutions are spanned by $a-b$ and $c$. At degree $k$, likewise, the $k+1$ coefficients of the terms without $a$ are free and fix the rest.

In the Fock expansion of an S state of a two-electron atom about the point where both electrons meet the nucleus, such a polynomial can be added at order $R^{2k}$, with $R^2=a+b$, without a logarithmic factor, provided that it has the exchange symmetry of the spatial wave function; the local equation leaves its coefficient open. At $k=1$ this admits $c$ for a singlet and $a-b$ for a triplet. The theorem counts these polynomials only; it contains no Coulomb potential, logarithmic terms or exchange symmetry.

## From six coordinates to three

```lean
import Mathlib

open MvPolynomial

namespace FockHarmonicCount

noncomputable section

/-- The dot product of the positions of electrons `p` and `q`, as a polynomial. -/
def dot (p q : Fin 2) : MvPolynomial (Fin 2 × Fin 3) ℝ := ∑ x, X (p, x) * X (q, x)
```

The variable `X (p, x)` is Cartesian component $x$ of electron $p$. Lean counts from zero, so `dot 0 1` is $r_1\cdot r_2$.

```lean
/-- Substitution of `a = r1·r1`, `b = r2·r2`, `c = r1·r2` into a polynomial in `a, b, c`. -/
def inCoords : MvPolynomial (Fin 3) ℝ →ₐ[ℝ] MvPolynomial (Fin 2 × Fin 3) ℝ :=
  aeval ![dot 0 0, dot 1 1, dot 0 1]
```

`inCoords` turns $P(a,b,c)$ into a polynomial in the six coordinates. Here `X 0`, `X 1`, `X 2` stand for $a,b,c$.

```lean
/-- The six-dimensional Laplacian on polynomials in the electron coordinates. -/
def laplacian : MvPolynomial (Fin 2 × Fin 3) ℝ →ₗ[ℝ] MvPolynomial (Fin 2 × Fin 3) ℝ where
  toFun F := ∑ v, pderiv v (pderiv v F)
  map_add' F G := by simp only [map_add, Finset.sum_add_distrib]
  map_smul' t F := by simp only [Derivation.map_smul, Finset.smul_sum, RingHom.id_apply]
```

This is $\Delta=\nabla_1^2+\nabla_2^2$, without the kinetic-energy factor $-\tfrac12$. The two extra fields prove linearity.

```lean
/-- The operator `4a∂a² + 4b∂b² + 6∂a + 6∂b + 4c∂a∂c + 4c∂b∂c + (a+b)∂c²`. -/
def fockOp : MvPolynomial (Fin 3) ℝ →ₗ[ℝ] MvPolynomial (Fin 3) ℝ where
  toFun P := 4 * (X 0 * pderiv 0 (pderiv 0 P)) + 4 * (X 1 * pderiv 1 (pderiv 1 P))
    + 6 * pderiv 0 P + 6 * pderiv 1 P
    + 4 * (X 2 * pderiv 0 (pderiv 2 P)) + 4 * (X 2 * pderiv 1 (pderiv 2 P))
    + (X 0 + X 1) * pderiv 2 (pderiv 2 P)
  map_add' P Q := by simp only [map_add]; ring
  map_smul' t P := by
    simp only [Derivation.map_smul, RingHom.id_apply]
    simp only [smul_eq_C_mul]
    ring
```

`fockOp`, named after the Fock expansion and unrelated to the Fock operator of Hartree–Fock theory, is the candidate for $\Delta$ in the variables $a,b,c$:
$$D=4a\partial_a^2+4b\partial_b^2+6\partial_a+6\partial_b+4c\,\partial_a\partial_c+4c\,\partial_b\partial_c+(a+b)\partial_c^2 .$$

```lean
/-- The exponent of the monomial `a^i b^j c^m`. -/
def expo (i j m : ℕ) : Fin 3 →₀ ℕ := Finsupp.equivFunOnFinite.symm ![i, j, m]
```

`expo i j m` labels the monomial $a^ib^jc^m$. Write $p_{ijm}$ for its coefficient in $P$.

```lean
/-- Differentiation shifts the coefficients of a polynomial and multiplies them by the power. -/
theorem coeff_deriv (i : Fin 3) (d : Fin 3 →₀ ℕ) (P : MvPolynomial (Fin 3) ℝ) :
    coeff d (pderiv i P) = ((d i : ℝ) + 1) * coeff (d + Finsupp.single i 1) P := by
  induction P using MvPolynomial.induction_on'
  · rename_i u t
    rw [pderiv_monomial, coeff_monomial, coeff_monomial]
    by_cases h : u = d + Finsupp.single i 1
    · subst h
      simp [mul_comm]
    · rw [if_neg h, mul_zero]
      by_cases h0 : u i = 0
      · simp [h0]
      · refine if_neg fun h' => h ?_
        rw [← h']
        exact (tsub_add_cancel_of_le (Finsupp.single_le_iff.mpr (by omega))).symm
  · rename_i p q hp hq
    simp only [map_add, coeff_add, hp, hq]
    ring
```

For example, the coefficient of $a^ib^jc^m$ in $\partial_aP$ is $(i+1)\,p_{i+1,j,m}$. The proof checks monomials and extends by addition.

```lean
/-- Partial derivatives with respect to `a, b, c` commute. -/
theorem deriv_comm (i j : Fin 3) (P : MvPolynomial (Fin 3) ℝ) :
    pderiv i (pderiv j P) = pderiv j (pderiv i P) := by
  by_cases h : i = j
  · rw [h]
  · ext d
    have h1 : (d + Finsupp.single i 1 : Fin 3 →₀ ℕ) j = d j := by
      simp [h]
    have h2 : (d + Finsupp.single j 1 : Fin 3 →₀ ℕ) i = d i := by
      simp [Ne.symm h]
    rw [coeff_deriv, coeff_deriv, coeff_deriv, coeff_deriv, h1, h2, add_right_comm]
    ring
```

Comparing coefficients shows that mixed derivatives commute.

```lean
/-- The chain rule for a polynomial in `r1·r1`, `r2·r2`, `r1·r2`. -/
theorem chain_rule (v : Fin 2 × Fin 3) (P : MvPolynomial (Fin 3) ℝ) :
    pderiv v (inCoords P) = inCoords (pderiv 0 P) * pderiv v (dot 0 0)
      + inCoords (pderiv 1 P) * pderiv v (dot 1 1)
      + inCoords (pderiv 2 P) * pderiv v (dot 0 1) := by
  induction P using MvPolynomial.induction_on with
  | C r => simp [inCoords]
  | add p q hp hq => simp only [map_add, hp, hq]; ring
  | mul_X p i hp =>
    have hx : inCoords (X i) = ![dot 0 0, dot 1 1, dot 0 1] i := aeval_X _ i
    simp only [map_mul, Derivation.leibniz, smul_eq_mul, map_add, hp, hx]
    fin_cases i <;> simp [pderiv_X] <;> ring
```

This is $\partial_vP=P_a\,\partial_va+P_b\,\partial_vb+P_c\,\partial_vc$, proved by building $P$ from constants, sums and multiplication by a variable.

```lean
/-- On polynomials in `r1·r1`, `r2·r2`, `r1·r2` the six-dimensional Laplacian acts as `fockOp`. -/
theorem laplacian_inCoords (P : MvPolynomial (Fin 3) ℝ) :
    laplacian (inCoords P) = inCoords (fockOp P) := by
  have x0 : inCoords (X 0) = dot 0 0 := aeval_X _ 0
  have x1 : inCoords (X 1) = dot 1 1 := aeval_X _ 1
  have x2 : inCoords (X 2) = dot 0 1 := aeval_X _ 2
  -- gradients of the three dot products
  have g (p q s : Fin 2) (x : Fin 3) : pderiv (s, x) (dot p q) =
      (if p = s then X (q, x) else 0) + (if q = s then X (p, x) else 0) := by
    fin_cases p <;> fin_cases q <;> fin_cases s <;> fin_cases x <;>
      simp [dot, Fin.sum_univ_three, pderiv_X]
  have s01 (x : Fin 3) : pderiv (R := ℝ) ((0 : Fin 2), x) (X (1, x)) = 0 :=
    pderiv_X_of_ne (by simp)
  have s10 (x : Fin 3) : pderiv (R := ℝ) ((1 : Fin 2), x) (X (0, x)) = 0 :=
    pderiv_X_of_ne (by simp)
  have n01 : ¬ (0 : Fin 2) = 1 := by decide
  have n10 : ¬ (1 : Fin 2) = 0 := by decide
  simp only [laplacian, fockOp, LinearMap.coe_mk, AddHom.coe_mk, Fintype.sum_prod_type,
    Fin.sum_univ_two, Fin.sum_univ_three]
  simp only [chain_rule, g, n01, n10, eq_self, if_true, if_false, map_add, map_mul, map_zero,
    Derivation.leibniz, smul_eq_mul, s01, s10, pderiv_X_self, map_ofNat, x0, x1, x2,
    deriv_comm 2 0 P, deriv_comm 2 1 P, deriv_comm 1 0 P]
  simp only [dot, Fin.sum_univ_three]
  ring
```

By hand, apply the chain rule twice. The six-dimensional gradients satisfy
$$|\nabla a|^2=4a,\quad |\nabla b|^2=4b,\quad |\nabla c|^2=a+b,$$
$$\nabla a\cdot\nabla b=0,\quad \nabla a\cdot\nabla c=\nabla b\cdot\nabla c=2c,$$
while $\Delta a=\Delta b=6$ and $\Delta c=0$. Mixed terms occur twice, which gives $D$. In Lean, `g` supplies the gradients, `simp only` expands the derivatives, and `ring` compares the two sides.

```lean
/-- Different polynomials in `a, b, c` give different polynomials in the electron coordinates. -/
theorem inCoords_injective : Function.Injective inCoords := by
  rw [injective_iff_map_eq_zero]
  intro P hP
  refine MvPolynomial.funext fun x => ?_
  -- complex positions realise every real value of (a, b, c)
  obtain ⟨β, hβ⟩ := IsAlgClosed.exists_pow_nat_eq (x 1 : ℂ) (n := 2) (by norm_num)
  let v : Fin 2 × Fin 3 → ℂ := fun s =>
    (![![(x 0 + 1) / 2, -Complex.I * (x 0 - 1) / 2, 0], ![x 2, -Complex.I * x 2, β]] :
      Fin 2 → Fin 3 → ℂ) s.1 s.2
  have d0 : aeval v (dot 0 0) = (x 0 : ℂ) := by
    simp [dot, Fin.sum_univ_three, v]
    linear_combination ((x 0 : ℂ) - 1) ^ 2 / 4 * Complex.I_sq
  have d1 : aeval v (dot 1 1) = (x 1 : ℂ) := by
    simp [dot, Fin.sum_univ_three, v]
    linear_combination (x 2 : ℂ) ^ 2 * Complex.I_sq + hβ
  have d2 : aeval v (dot 0 1) = (x 2 : ℂ) := by
    simp [dot, Fin.sum_univ_three, v]
    linear_combination (x 2 : ℂ) * (x 0 - 1) / 2 * Complex.I_sq
  have h : (aeval v).comp inCoords = (Algebra.ofId ℝ ℂ).comp (aeval x) := by
    apply MvPolynomial.algHom_ext
    intro i
    fin_cases i <;> simp [inCoords, d0, d1, d2, Algebra.ofId_apply]
  have h' : aeval x P = 0 := by
    simpa [hP, Algebra.ofId_apply] using (DFunLike.congr_fun h P).symm
  rw [map_zero]
  exact h'
```

Real positions only reach $a,b\ge0$ and $c^2\le ab$. The proof therefore evaluates at complex positions, using the dot product without conjugation:
$$r_1=\left(\tfrac{a+1}{2},-\tfrac{i(a-1)}{2},0\right),\quad r_2=(c,-ic,\beta),\quad \beta^2=b,$$
where $i$ is the imaginary unit. These have the required dot products for all real $a,b,c$. If `inCoords P` is zero, $P$ vanishes at every real point and is the zero polynomial.

## A recursion in powers of $a$

```lean
/-- The operator `x ∂x`, for `x` one of `a, b, c`, multiplies each coefficient by the power of `x`. -/
theorem coeff_euler (s : Fin 3) (d : Fin 3 →₀ ℕ) (Q : MvPolynomial (Fin 3) ℝ) :
    coeff d (X s * pderiv s Q) = (d s : ℝ) * coeff d Q := by
  rw [coeff_X_mul']
  by_cases h : d s = 0
  · simp [h]
  · have h1 : d - Finsupp.single s 1 + Finsupp.single s 1 = d :=
      tsub_add_cancel_of_le (Finsupp.single_le_iff.mpr (by omega))
    have h2 := DFunLike.congr_fun h1 s
    rw [Finsupp.add_apply, Finsupp.single_eq_same] at h2
    have h3 : (((d - Finsupp.single s 1 : Fin 3 →₀ ℕ) s : ℕ) : ℝ) + 1 = (d s : ℝ) := by
      exact_mod_cast h2
    rw [if_pos (Finsupp.mem_support_iff.mpr h), coeff_deriv, h1, h3]
```

The operator $a\partial_a$ multiplies $p_{ijm}$ by $i$; $b\partial_b$ and $c\partial_c$ act likewise.

```lean
/-- The coefficient of `a^i b^j c^m` in `fockOp P`, in terms of the coefficients of `P`. -/
theorem coeff_fockOp (i j m : ℕ) (P : MvPolynomial (Fin 3) ℝ) :
    coeff (expo i j m) (fockOp P) =
      2 * (i + 1) * (2 * i + 2 * m + 3) * coeff (expo (i + 1) j m) P
      + 2 * (j + 1) * (2 * j + 2 * m + 3) * coeff (expo i (j + 1) m) P
      + (m + 1) * (m + 2) * ((if i = 0 then 0 else coeff (expo (i - 1) j (m + 2)) P)
        + (if j = 0 then 0 else coeff (expo i (j - 1) (m + 2)) P)) := by
  have u0 : expo i j m + Finsupp.single 0 1 = expo (i + 1) j m := by
    ext x; fin_cases x <;> simp [expo]
  have u1 : expo i j m + Finsupp.single 1 1 = expo i (j + 1) m := by
    ext x; fin_cases x <;> simp [expo]
  have u2 (i j m : ℕ) : expo i j m + Finsupp.single 2 1 = expo i j (m + 1) := by
    ext x; fin_cases x <;> simp [expo]
  have w0 : expo i j m - Finsupp.single 0 1 = expo (i - 1) j m := by
    ext x; fin_cases x <;> simp [expo]
  have w1 : expo i j m - Finsupp.single 1 1 = expo i (j - 1) m := by
    ext x; fin_cases x <;> simp [expo]
  have v0 (i j m : ℕ) : expo i j m 0 = i := rfl
  have v1 (i j m : ℕ) : expo i j m 1 = j := rfl
  have v2 (i j m : ℕ) : expo i j m 2 = m := rfl
  have mX (s : Fin 3) (d : Fin 3 →₀ ℕ) (Q : MvPolynomial (Fin 3) ℝ) : coeff d (X s * Q) =
      if d s = 0 then 0 else coeff (d - Finsupp.single s 1) Q := by
    simp [coeff_X_mul']
  have n4 (d : Fin 3 →₀ ℕ) (Q : MvPolynomial (Fin 3) ℝ) : coeff d (4 * Q) = 4 * coeff d Q := by
    have h : 4 * Q = Q + Q + Q + Q := by ring
    rw [h, coeff_add, coeff_add, coeff_add]
    ring
  have n6 (d : Fin 3 →₀ ℕ) (Q : MvPolynomial (Fin 3) ℝ) : coeff d (6 * Q) = 6 * coeff d Q := by
    have h : 6 * Q = Q + Q + Q + Q + Q + Q := by ring
    rw [h, coeff_add, coeff_add, coeff_add, coeff_add, coeff_add]
    ring
  -- two derivatives in c
  have cc (i j m : ℕ) : coeff (expo i j m) (pderiv 2 (pderiv 2 P)) =
      (m + 1) * (m + 2) * coeff (expo i j (m + 2)) P := by
    have h : expo i j (m + 1) + Finsupp.single 2 1 = expo i j (m + 2) := u2 i j (m + 1)
    rw [coeff_deriv, u2, coeff_deriv, h, v2, v2]
    push_cast
    ring
  have q0 : coeff (expo i j m) (X 0 * pderiv 2 (pderiv 2 P)) =
      (m + 1) * (m + 2) * (if i = 0 then 0 else coeff (expo (i - 1) j (m + 2)) P) := by
    rw [mX, v0, w0, cc]
    by_cases h : i = 0
    · rw [if_pos h, if_pos h, mul_zero]
    · rw [if_neg h, if_neg h]
  have q1 : coeff (expo i j m) (X 1 * pderiv 2 (pderiv 2 P)) =
      (m + 1) * (m + 2) * (if j = 0 then 0 else coeff (expo i (j - 1) (m + 2)) P) := by
    rw [mX, v1, w1, cc]
    by_cases h : j = 0
    · rw [if_pos h, if_pos h, mul_zero]
    · rw [if_neg h, if_neg h]
  simp only [fockOp, LinearMap.coe_mk, AddHom.coe_mk, add_mul, coeff_add, n4, n6]
  rw [q0, q1, deriv_comm 0 2 P, deriv_comm 1 2 P, coeff_euler 0 _ (pderiv 0 P),
    coeff_euler 1 _ (pderiv 1 P), coeff_euler 2 _ (pderiv 0 P), coeff_euler 2 _ (pderiv 1 P),
    coeff_deriv 0 _ P, coeff_deriv 1 _ P, u0, u1, v0, v1, v2]
  ring
```

Collecting terms gives
$$\begin{aligned}(DP)_{ijm}={}&2(i+1)(2i+2m+3)\,p_{i+1,j,m}\\&+2(j+1)(2j+2m+3)\,p_{i,j+1,m}\\&+(m+1)(m+2)\,(p_{i-1,j,m+2}+p_{i,j-1,m+2}),\end{aligned}$$
where coefficients with a negative index are zero. The first prefactor is the sum $4i(i+1)+6(i+1)+4(i+1)m$.

```lean
/-- A polynomial annihilated by `fockOp` vanishes if its part free of `a` vanishes. -/
theorem eq_zero_of_start (P : MvPolynomial (Fin 3) ℝ) (hP : fockOp P = 0)
    (h0 : ∀ j m, coeff (expo 0 j m) P = 0) : P = 0 := by
  have key : ∀ i j m, coeff (expo i j m) P = 0 := by
    intro i
    induction i using Nat.strong_induction_on with
    | _ i ih =>
      intro j m
      cases i with
      | zero => exact h0 j m
      | succ n =>
        have e := coeff_fockOp n j m P
        rw [hP, coeff_zero, ih n (by omega) (j + 1) m, ih (n - 1) (by omega) j (m + 2),
          ih n (by omega) (j - 1) (m + 2)] at e
        simp only [ite_self, mul_zero, add_zero] at e
        have hD : (2 * (n + 1) * (2 * n + 2 * m + 3) : ℝ) ≠ 0 := by positivity
        exact (mul_eq_zero.mp e.symm).resolve_left hD
  ext e
  have he : e = expo (e 0) (e 1) (e 2) := by ext x; fin_cases x <;> rfl
  rw [he, key, coeff_zero]
```

If $DP=0$ and all $p_{0jm}=0$, the recursion gives $p_{1jm}=0$, then $p_{2jm}=0$, and so on. This is the strong induction on `i`; `positivity` shows that the prefactor is nonzero.

```lean
/-- Coefficients generated power by power in `a` from starting values `d`; the pair holds the
previous and the current power. -/
def march (d : ℕ → ℝ) : ℕ → (ℕ → ℕ → ℝ) × (ℕ → ℕ → ℝ)
  | 0 => (fun _ _ => 0, fun j _ => d j)
  | i + 1 => ((march d i).2, fun j m =>
      -(2 * (j + 1) * (2 * j + 2 * m + 3) * (march d i).2 (j + 1) m
        + (m + 1) * (m + 2) * ((march d i).1 j (m + 2)
          + (if j = 0 then 0 else (march d i).2 (j - 1) (m + 2))))
      / (2 * (i + 1) * (2 * i + 2 * m + 3)))
```

`march` solves the recursion for $p_{i+1,j,m}$. It stores two successive powers of $a$ because the formula refers to both.

```lean
/-- For any prescribed coefficients of `b^j c^(k-j)`, `j = 0, …, k`, some homogeneous polynomial
of degree `k` with these coefficients is annihilated by `fockOp`. -/
theorem exists_harmonic (k : ℕ) (d : ℕ → ℝ) : ∃ P : MvPolynomial (Fin 3) ℝ,
    P.IsHomogeneous k ∧ fockOp P = 0 ∧ ∀ j ≤ k, coeff (expo 0 j (k - j)) P = d j := by
  let P : MvPolynomial (Fin 3) ℝ := ∑ e ∈ Finset.finsuppAntidiag Finset.univ k,
    monomial e ((march d (e 0)).2 (e 1) (e 2))
  have hc (i j m : ℕ) : coeff (expo i j m) P =
      if i + j + m = k then (march d i).2 j m else 0 := by
    have hmem : expo i j m ∈ Finset.finsuppAntidiag Finset.univ k ↔ i + j + m = k := by
      simp [Finset.mem_finsuppAntidiag, Fin.sum_univ_three, expo]
    simp only [P, coeff_sum, coeff_monomial, Finset.sum_ite_eq', hmem]
    rfl
  refine ⟨P, ?_, ?_, fun j hj => ?_⟩
  · refine IsHomogeneous.sum _ _ _ (fun e he => isHomogeneous_monomial _ ?_)
    rw [Finsupp.degree_eq_sum]
    exact (Finset.mem_finsuppAntidiag.mp he).1
  · ext e
    have he : e = expo (e 0) (e 1) (e 2) := by ext x; fin_cases x <;> rfl
    rw [he]
    generalize e 0 = i, e 1 = j, e 2 = m
    have h3 : (if i = 0 then 0 else coeff (expo (i - 1) j (m + 2)) P) =
        if i + j + m + 1 = k then (march d i).1 j (m + 2) else 0 := by
      cases i with
      | zero => simp [march]
      | succ n =>
        rw [if_neg n.succ_ne_zero, hc]
        exact if_congr (by omega) rfl rfl
    have h4 : (if j = 0 then 0 else coeff (expo i (j - 1) (m + 2)) P) =
        if i + j + m + 1 = k then (if j = 0 then 0 else (march d i).2 (j - 1) (m + 2))
        else 0 := by
      by_cases hj : j = 0
      · simp [hj]
      · rw [if_neg hj, if_neg hj, hc]
        exact if_congr (by omega) rfl rfl
    rw [coeff_fockOp, h3, h4, hc, hc, coeff_zero]
    by_cases h : i + j + m + 1 = k
    · rw [if_pos h, if_pos h, if_pos (by omega), if_pos (by omega)]
      have hD : (2 * (i + 1) * (2 * i + 2 * m + 3) : ℝ) ≠ 0 := by positivity
      have hF : (march d (i + 1)).2 j m =
          -(2 * (j + 1) * (2 * j + 2 * m + 3) * (march d i).2 (j + 1) m
            + (m + 1) * (m + 2) * ((march d i).1 j (m + 2)
              + (if j = 0 then 0 else (march d i).2 (j - 1) (m + 2))))
          / (2 * (i + 1) * (2 * i + 2 * m + 3)) := rfl
      linear_combination (eq_div_iff hD).mp hF
    · rw [if_neg h, if_neg h, if_neg (by omega), if_neg (by omega)]
      ring
  · rw [hc, if_pos (by omega)]
    rfl
```

Given $d_0,\dots,d_k$, start from $p_{0,j,k-j}=d_j$, run the recursion and keep the terms with $i+j+m=k$. The result is homogeneous and satisfies $DP=0$: at $i+j+m=k-1$ this is the recursion itself, and at other degrees every term is zero.

## Counting the free constants

```lean
/-- The homogeneous polynomials of degree `k` in `r1·r1`, `r2·r2`, `r1·r2` that the
six-dimensional Laplacian annihilates form a real vector space of dimension `k + 1`. -/
theorem finrank_harmonics (k : ℕ) :
    Module.finrank ℝ ↥((homogeneousSubmodule (Fin 3) ℝ k).map inCoords.toLinearMap ⊓
      LinearMap.ker laplacian) = k + 1 := by
  let K := homogeneousSubmodule (Fin 3) ℝ k ⊓ LinearMap.ker fockOp
  have hK : (homogeneousSubmodule (Fin 3) ℝ k).map inCoords.toLinearMap ⊓
      LinearMap.ker laplacian = K.map inCoords.toLinearMap := by
    ext F
    constructor
    · rintro ⟨⟨P, hP, rfl⟩, hF⟩
      exact ⟨P, ⟨hP, LinearMap.mem_ker.2 (inCoords_injective (((laplacian_inCoords P).symm.trans
        (LinearMap.mem_ker.1 hF)).trans (map_zero _).symm))⟩, rfl⟩
    · rintro ⟨P, ⟨hP, h0⟩, rfl⟩
      exact ⟨⟨P, hP, rfl⟩, LinearMap.mem_ker.2 ((laplacian_inCoords P).trans
        (by rw [LinearMap.mem_ker.1 h0, map_zero]))⟩
  rw [hK, ← (Submodule.equivMapOfInjective inCoords.toLinearMap inCoords_injective K).finrank_eq]
  -- the k + 1 coefficients of b^j c^(k-j) are coordinates on K
  let ρ : K →ₗ[ℝ] (Fin (k + 1) → ℝ) :=
    { toFun := fun P j => coeff (expo 0 j (k - j)) P.1
      map_add' := fun P Q => by ext j; simp
      map_smul' := fun t P => by ext j; simp }
  have inj : Function.Injective ρ := by
    rw [injective_iff_map_eq_zero]
    intro P h
    refine Subtype.ext (eq_zero_of_start P.1 (LinearMap.mem_ker.1 P.2.2) fun j m => ?_)
    by_cases hj : j + m = k
    · have h' : coeff (expo 0 j (k - j)) P.1 = 0 := congrFun h ⟨j, by omega⟩
      rwa [show k - j = m by omega] at h'
    · refine IsHomogeneous.coeff_eq_zero ((mem_homogeneousSubmodule _ _).1 P.2.1) ?_
      rw [Finsupp.degree_eq_sum, Fin.sum_univ_three]
      change 0 + j + m ≠ k
      omega
  have surj : Function.Surjective ρ := by
    intro d
    obtain ⟨P, h1, h2, h3⟩ := exists_harmonic k (fun j => if h : j < k + 1 then d ⟨j, h⟩ else 0)
    refine ⟨⟨P, (mem_homogeneousSubmodule _ _).2 h1, LinearMap.mem_ker.2 h2⟩, ?_⟩
    ext j
    exact (h3 j (Nat.lt_succ_iff.mp j.isLt)).trans (dif_pos j.isLt)
  rw [(LinearEquiv.ofBijective ρ ⟨inj, surj⟩).finrank_eq, Module.finrank_fin_fun]

end

end FockHarmonicCount
```

The space in the statement is the intersection (`⊓`) of the image of the degree-$k$ polynomials with the kernel of $\Delta$. The first part of the proof, `hK`, identifies it with the image of `K`, the space of homogeneous degree-$k$ polynomials $P$ with $DP=0$, and injectivity preserves the dimension. The map `ρ` then reads off $(p_{0,0,k},\dots,p_{0,k,0})$. It is injective by `eq_zero_of_start` and surjective by `exists_harmonic`, so the dimension is $k+1$. For $k=0$ these are the constants.

Homogeneity of degree $k$ cannot be relaxed to degree at most $k$: for $k=1$, the polynomials $1$, $a-b$ and $c$ are all harmonic, giving dimension three instead of two.

```lean
#print axioms FockHarmonicCount.finrank_harmonics
```

```
'FockHarmonicCount.finrank_harmonics' depends on axioms: [propext, Classical.choice, Quot.sound]
```
